# In a finite-range alloy chain, the lowest energy per site of an N-site ring is within a constant over N of its infimum over ring sizes

## Species, windows and rings

Let $S$ be a finite, nonempty set of species, and let each site of a chain carry one of them. A natural number $R$ sets the interaction range: the local energy $f$ is a real function of the species on $R+1$ consecutive sites, called a window. For $R=0$ the sites are independent, and for $R=1$ only nearest neighbours interact. In Lean a window is a map `Fin (R + 1) → S`, so its positions are $k=0,\dots,R$.

```lean
import Mathlib

open Finset Filter Topology

namespace LatticeGroundState

noncomputable section

variable {S : Type*} {R : ℕ}
```

A ring of $N\ge 1$ sites has configurations $s=(s_0,\dots,s_{N-1})$. One window starts at each site, which gives the energy
$$E_N(s)=\sum_{i=0}^{N-1} f(s_i,s_{i+1},\dots,s_{i+R}),$$
with site labels read modulo $N$. The type `ZMod N` of the labels does this reduction. A ring may be shorter than a window, which then visits some sites more than once; for $N=1$ the energy is $f(s_0,\dots,s_0)$.

```lean
/-- Energy of a configuration `s` of an `N`-site ring: the local energy `f` of `R + 1`
consecutive sites, summed over the `N` starting sites, with site labels read modulo `N`. -/
def ringEnergy (f : (Fin (R + 1) → S) → ℝ) (N : ℕ) (s : ZMod N → S) : ℝ :=
  ∑ i ∈ range N, f (fun k => s ((i + (k : ℕ) : ℕ) : ZMod N))
```

The lowest energy of the ring is $P(N)=\min_s E_N(s)$. The minimum runs over all compositions, so chemical potentials, if wanted, belong in $f$. The code writes it as an infimum.

```lean
/-- The lowest energy `P(N)` of an `N`-site ring, for `N ≥ 1` and finitely many species (at least
one). -/
def minEnergy (f : (Fin (R + 1) → S) → ℝ) (N : ℕ) : ℝ :=
  ⨅ s : ZMod N → S, ringEnergy f N s
```

The reference value is the infimum of the energy per site over all ring sizes,
$$e=\inf_{N\ge 1}\frac{P(N)}{N}.$$
The type `ℕ+` of positive integers keeps $N=0$ out. This $e$ is defined through rings alone; its identification with the ground-state energy density of an infinite chain is not part of the development.

```lean
/-- The reference energy per site `e`, for finitely many species (at least one): the infimum of
`P(N)/N` over all ring sizes `N ≥ 1`. -/
def groundEnergy (f : (Fin (R + 1) → S) → ℝ) : ℝ :=
  ⨅ N : ℕ+, minEnergy f (N : ℕ) / ((N : ℕ) : ℝ)
```

Let $M$ be a bound on the strength of the local energy, $|f|\le M$ for every window. Since there are finitely many windows, some such $M$ always exists. The result is
$$0\le \frac{P(N)}{N}-e\le\frac{2RM}{N}\qquad (N\ge 1).$$
For a one-dimensional finite-range lattice model, such as a truncated cluster expansion of an alloy chain, this bounds the energy error of a complete ground-state search in a single cell size. It concerns the energy per site and does not say that the best $N$-site pattern resembles the best pattern of another size.

## The minimum is attained

An $N$-site ring has $|S|^N$ configurations, a finite and nonzero number. One of them therefore has energy $P(N)$, and none lies lower. In the proof, `exists_eq_ciInf_of_finite` supplies the minimiser, and `ciInf_le` gives the inequality for every other configuration.

```lean
/-- With finitely many species (at least one), a ring of `N ≥ 1` sites has a configuration
of energy `P(N)`, and no configuration lies lower. -/
theorem exists_groundState [Finite S] [Nonempty S] (f : (Fin (R + 1) → S) → ℝ)
    {N : ℕ} (hN : 0 < N) :
    ∃ s, ringEnergy f N s = minEnergy f N ∧ ∀ t, minEnergy f N ≤ ringEnergy f N t := by
  have : NeZero N := ⟨hN.ne'⟩
  obtain ⟨s, hs⟩ := exists_eq_ciInf_of_finite (f := ringEnergy f N)
  exact ⟨s, hs, fun t => ciInf_le (Set.finite_range _).bddBelow t⟩
```

## Closing a segment into a ring costs at most 2RM

Take any chain $t_0,t_1,t_2,\dots$ and close its first $N$ sites into a ring. The ring's window starting at $j$ reads the species $t_{(j+k)\bmod N}$, where the chain's window reads $t_{j+k}$.

If $j+R<N$, all labels $j+k$ are below $N$ and the two windows agree. Otherwise $N-R\le j<N$, which leaves at most $R$ starting sites. At each of them the energy changes by at most $2M$, because both values of $f$ lie between $-M$ and $M$. Since $P(N)$ is no larger than the energy of this particular ring,
$$P(N)\le\sum_{j=0}^{N-1} f(t_j,\dots,t_{j+R})+2RM.$$

The sum on the right contains the chain's own windows. For $R\ge1$ the last of them reach beyond the $N$ sites that were cut out.

In the code, `hterm` is the comparison of single windows, with the two cases separated by `split_ifs`. The step `hcount` places the affected starting sites in the interval from $N-R$ to $N-1$ and counts them. Subtraction of natural numbers stops at zero, so the same count serves rings with $N<R$.

```lean
/-- If `|f| ≤ M` and `N ≥ 1`, the lowest energy `P(N)` of an `N`-site ring exceeds the sum of `f`
over the first `N` windows of any chain `t` by at most `2RM`. -/
theorem cut_and_close [Finite S] [Nonempty S] {f : (Fin (R + 1) → S) → ℝ} {M : ℝ}
    (hM : ∀ w, |f w| ≤ M) {N : ℕ} (hN : 0 < N) (t : ℕ → S) :
    minEnergy f N ≤ ∑ j ∈ range N, f (fun k => t (j + (k : ℕ))) + 2 * R * M := by
  obtain ⟨_, _, hmin⟩ := exists_groundState f hN
  have hM0 : 0 ≤ M := (abs_nonneg _).trans (hM fun _ => t 0)
  -- only windows that reach over the cut can change
  have hterm : ∀ j ∈ range N,
      f (fun k : Fin (R + 1) => t ((j + (k : ℕ) : ℕ) : ZMod N).val) ≤
        f (fun k => t (j + (k : ℕ))) + if N ≤ j + R then 2 * M else 0 := by
    intro j _
    split_ifs with h
    · have h1 := (abs_le.mp (hM fun k => t ((j + (k : ℕ) : ℕ) : ZMod N).val)).2
      have h2 := (abs_le.mp (hM fun k => t (j + (k : ℕ)))).1
      linarith
    · have he : (fun k : Fin (R + 1) => t ((j + (k : ℕ) : ℕ) : ZMod N).val) =
          fun k : Fin (R + 1) => t (j + (k : ℕ)) := by
        funext k
        have hk : j + (k : ℕ) < N := by
          have := k.isLt
          omega
        rw [ZMod.val_natCast, Nat.mod_eq_of_lt hk]
      linarith [congrArg f he]
  -- there are at most `R` such windows
  have hcount : ∑ j ∈ range N, (if N ≤ j + R then 2 * M else 0) ≤ 2 * R * M := by
    rw [← Finset.sum_filter, Finset.sum_const, nsmul_eq_mul]
    have hc : ((range N).filter (fun j => N ≤ j + R)).card ≤ R := by
      have h1 : (range N).filter (fun j => N ≤ j + R) ⊆ Finset.Ico (N - R) N := by
        intro j hj
        simp only [Finset.mem_filter, Finset.mem_range, Finset.mem_Ico] at hj ⊢
        omega
      have h2 := Finset.card_le_card h1
      rw [Nat.card_Ico] at h2
      omega
    have hc' : (((range N).filter (fun j => N ≤ j + R)).card : ℝ) ≤ R := by
      exact_mod_cast hc
    nlinarith [mul_le_mul_of_nonneg_right hc' (by linarith : 0 ≤ 2 * M)]
  have h1 := hmin fun x => t x.val
  have h2 : ringEnergy f N (fun x => t x.val) ≤ _ := Finset.sum_le_sum hterm
  rw [Finset.sum_add_distrib] at h2
  linarith
```

## A periodic sum does not depend on its starting site

Let $g$ satisfy $g(m+L)=g(m)$ for all $m$. Moving the start of a sum over $L$ consecutive sites from $j$ to $j+1$ removes $g(j)$ and adds $g(L+j)$, which are equal:
$$\sum_{i=0}^{L-1} g(i+j+1)=\sum_{i=0}^{L-1} g(i+j)+g(L+j)-g(j)=\sum_{i=0}^{L-1} g(i+j).$$
By induction on $j$, every such sum equals the one that starts at $0$. The proof splits the same sum of $L+1$ terms once at its last term and once at its first, and compares the results.

```lean
/-- Translation invariance: the sum of an `L`-periodic quantity over `L` consecutive sites
does not depend on the starting site. -/
theorem sum_shift (g : ℕ → ℝ) (L : ℕ) (hg : ∀ m, g (m + L) = g m) (j : ℕ) :
    ∑ i ∈ range L, g (i + j) = ∑ i ∈ range L, g i := by
  induction j with
  | zero => simp
  | succ j ih =>
    have h1 := Finset.sum_range_succ (fun i => g (i + j)) L
    have h2 := Finset.sum_range_succ' (fun i => g (i + j)) L
    have h3 : g (L + j) = g j := by rw [add_comm, hg]
    have h4 : ∑ i ∈ range L, g (i + (j + 1)) = ∑ i ∈ range L, g (i + 1 + j) :=
      Finset.sum_congr rfl fun i _ => by rw [show i + (j + 1) = i + 1 + j by omega]
    simp only [zero_add] at h2
    rw [h4]
    linarith
```

## Averaging over cuts compares any two cell sizes

Let $s$ now be a ground state of an $L$-site ring, with $L\ge1$ either smaller or larger than $N$. Write $g(m)=f(s_m,\dots,s_{m+R})$, with labels modulo $L$. Then $g$ has period $L$, and $\sum_{i=0}^{L-1}g(i)=P(L)$.

Reading around this ring from site $i$ gives the chain $t_m=s_{i+m}$, which has period $L$; its first $N$ sites go round the ring more than once if $N>L$. Cutting and closing $N$ sites of it gives
$$P(N)\le\sum_{j=0}^{N-1} g(i+j)+2RM .$$
Sum this over $i=0,\dots,L-1$ and exchange the order of the two sums. For each $j$ the inner sum is $P(L)$, by the shift just shown, so
$$L\,P(N)\le N\,P(L)+2RML .$$
Division by $NL$ leaves
$$\frac{P(N)}{N}\le\frac{P(L)}{L}+\frac{2RM}{N}.$$

The correction depends on $N$ and not on $L$. In the code, `hper` and `hsum` are the two properties of $g$, `hcut` is the inequality for one starting site, and `hdouble` evaluates the double sum. The remaining lines carry out the division.

```lean
/-- Comparison of two cell sizes `N, L ≥ 1`: for finitely many species (at least one) and `|f| ≤ M`,
the lowest energy per site at size `N` exceeds that at size `L` by at most `2RM/N`. -/
theorem compare_cells [Finite S] [Nonempty S] {f : (Fin (R + 1) → S) → ℝ} {M : ℝ}
    (hM : ∀ w, |f w| ≤ M) {N L : ℕ} (hN : 0 < N) (hL : 0 < L) :
    minEnergy f N / N ≤ minEnergy f L / L + 2 * R * M / N := by
  obtain ⟨s, hs, _⟩ := exists_groundState f hL
  obtain ⟨g, hg⟩ : ∃ g : ℕ → ℝ, ∀ m, g m = f (fun k => s ((m + (k : ℕ) : ℕ) : ZMod L)) :=
    ⟨_, fun _ => rfl⟩
  have hper : ∀ m, g (m + L) = g m := by
    intro m
    rw [hg, hg]
    congr 1
    funext k
    congr 1
    simp
  have hsum : ∑ i ∈ range L, g i = minEnergy f L := by
    rw [← hs]
    exact Finset.sum_congr rfl fun i _ => hg i
  -- cut a segment of `N` sites at every starting point `i` of the `L`-site ring
  have hcut : ∀ i ∈ range L, minEnergy f N ≤ ∑ j ∈ range N, g (i + j) + 2 * R * M := by
    intro i _
    have h := cut_and_close hM hN (fun m => s ((i + m : ℕ) : ZMod L))
    have he : ∑ j ∈ range N, g (i + j) =
        ∑ j ∈ range N, f (fun k => s ((i + (j + (k : ℕ)) : ℕ) : ZMod L)) :=
      Finset.sum_congr rfl fun j _ => by
        rw [hg]
        simp only [add_assoc]
    rw [he]
    exact h
  have hdouble : ∑ i ∈ range L, ∑ j ∈ range N, g (i + j) = N * minEnergy f L := by
    rw [Finset.sum_comm]
    simp only [sum_shift g L hper, hsum, Finset.sum_const, Finset.card_range, nsmul_eq_mul]
  -- average over the starting points
  have h := Finset.sum_le_sum hcut
  rw [Finset.sum_add_distrib, hdouble] at h
  simp only [Finset.sum_const, Finset.card_range, nsmul_eq_mul] at h
  have hN' : (0 : ℝ) < N := by exact_mod_cast hN
  have hL' : (0 : ℝ) < L := by exact_mod_cast hL
  have hq : minEnergy f L / L * L = minEnergy f L := div_mul_cancel₀ _ hL'.ne'
  have h' : minEnergy f N ≤ N * (minEnergy f L / L) + 2 * R * M := by
    refine le_of_mul_le_mul_left ?_ hL'
    calc (L : ℝ) * minEnergy f N ≤ N * minEnergy f L + L * (2 * R * M) := h
      _ = N * (minEnergy f L / L * L) + L * (2 * R * M) := by rw [hq]
      _ = L * (N * (minEnergy f L / L) + 2 * R * M) := by ring
  rw [div_le_iff₀ hN', add_mul, div_mul_cancel₀ _ hN'.ne']
  linarith
```

## The error of a search in one cell size

Rearranged, the comparison says that
$$\frac{P(N)}{N}-\frac{2RM}{N}\le\frac{P(L)}{L}\qquad\text{for every } L\ge1.$$
The energies per site are therefore bounded below, and their greatest lower bound $e$ is at least the left-hand side. This is the upper bound on the error. The lower bound follows because $N$ is itself one of the sizes over which the infimum is taken, so $e\le P(N)/N$.

The theorem `single_cell_error` states both inequalities, joined by `∧`. Its hypothesis `hM` is the bound $|f|\le M$ on every window `w`, and `hN` is $N\ge1$. The assumptions `[Finite S]` and `[Nonempty S]` say that there are finitely many species and at least one. In the proof, `hlow` is the displayed inequality, `hb` records boundedness from below, and `le_ciInf` and `ciInf_le` give the two estimates of $e$.

```lean
/-- Error of a search in one cell size: for finitely many species (at least one), `|f| ≤ M` and
`N ≥ 1`, the lowest energy per site of an `N`-site ring lies above `e` by at most `2RM/N`, and never
below. -/
theorem single_cell_error [Finite S] [Nonempty S] {f : (Fin (R + 1) → S) → ℝ} {M : ℝ}
    (hM : ∀ w, |f w| ≤ M) {N : ℕ} (hN : 0 < N) :
    0 ≤ minEnergy f N / N - groundEnergy f ∧
      minEnergy f N / N - groundEnergy f ≤ 2 * R * M / N := by
  have hlow : ∀ L : ℕ+, minEnergy f N / N - 2 * R * M / N ≤
      minEnergy f (L : ℕ) / ((L : ℕ) : ℝ) := fun L => by
    linarith [compare_cells hM hN L.pos]
  have hb : BddBelow (Set.range fun L : ℕ+ => minEnergy f (L : ℕ) / ((L : ℕ) : ℝ)) :=
    ⟨_, by rintro _ ⟨L, rfl⟩; exact hlow L⟩
  have h1 : groundEnergy f ≤ minEnergy f N / N := ciInf_le hb ⟨N, hN⟩
  have h2 : minEnergy f N / N - 2 * R * M / N ≤ groundEnergy f := le_ciInf hlow
  constructor <;> linarith
```

## An upper bound on f alone is not enough

Suppose that $|f|\le M$ is weakened to $f\le M$. Take two species $A$ and $B$ with $R=1$, and let $f$ be $0$ for equal neighbours and $-K$ for unlike ones, where $K>0$. Then $f\le M$ holds with $M=0$.

On a one-site ring the site is its own neighbour, so $P(1)=0$. The two-site ring $AB$ has the windows $AB$ and $BA$ and the energy $-2K$. No ring has less than $-K$ per site, so $e=-K$. The error at $N=1$ is $K$, whereas the formula with $M=0$ would allow none. The closing step fails here: it changes a window by $K$, which is more than $2M$.

## Convergence with growing ring size

For a given $f$, choose any $M$ with $|f|\le M$. The bound becomes
$$e\le\frac{P(N)}{N}\le e+\frac{2RM}{N}\qquad(N\ge1),$$
and the right-hand side tends to $e$ as $N\to\infty$. Hence $P(N)/N\to e$ along all ring sizes, whether or not they are multiples of the period of some favourable pattern.

The theorem `tendsto_groundEnergy` needs no bound as a hypothesis, since it obtains $M$ from the finiteness of the set of windows. The limit `hlim` treats the upper estimate, and the squeeze theorem finishes the proof. Both estimates are required only for $N>0$, which is what `eventually_gt_atTop 0` provides.

```lean
/-- For finitely many species, the lowest energy per site of an `N`-site ring converges to `e`
as `N` grows. -/
theorem tendsto_groundEnergy [Finite S] [Nonempty S] (f : (Fin (R + 1) → S) → ℝ) :
    Tendsto (fun N : ℕ => minEnergy f N / N) atTop (𝓝 (groundEnergy f)) := by
  obtain ⟨M, hM⟩ := (Set.finite_range fun w => |f w|).bddAbove
  have hM' : ∀ w, |f w| ≤ M := fun w => hM ⟨w, rfl⟩
  have hlim : Tendsto (fun N : ℕ => groundEnergy f + 2 * R * M / (N : ℝ)) atTop
      (𝓝 (groundEnergy f)) := by
    simpa using (tendsto_const_div_atTop_nhds_zero_nat (2 * R * M)).const_add (groundEnergy f)
  refine tendsto_of_tendsto_of_tendsto_of_le_of_le' tendsto_const_nhds hlim ?_ ?_
  · filter_upwards [eventually_gt_atTop 0] with N hN
    linarith [(single_cell_error hM' hN).1]
  · filter_upwards [eventually_gt_atTop 0] with N hN
    linarith [(single_cell_error hM' hN).2]

end

end LatticeGroundState
```

```lean
#print axioms LatticeGroundState.tendsto_groundEnergy
```

```
'LatticeGroundState.tendsto_groundEnergy' depends on axioms: [propext, Classical.choice, Quot.sound]
```
